# Repeated application of $10x^3-15x^4+6x^5$ sends occupations in $[0,1]$ other than $1/2$ to 0 or 1

A one-particle density matrix with spin-orbital occupations 0.9 and 0.1 is not idempotent, so it does not describe a single Slater determinant. Matrix products can push the occupations towards 0 and 1, but a badly chosen polynomial does damage. Repeated squaring sends 0.1 to 0, as wanted, and it sends 0.9 to 0 as well, so the electron is lost. It helps if the polynomial treats electrons and holes alike and keeps each occupation on its own side of $1/2$. The quintic

$$p(x) = 10x^3 - 15x^4 + 6x^5$$

does both on $[0,1]$.

Let $D = U\,\mathrm{diag}(x_i)\,U^\dagger$, where $U$ is a finite unitary matrix whose columns are the orbitals and the $x_i$ are the occupations. Suppose that every $x_i$ lies in $[0,1]$ and differs from $1/2$. Then the matrices $D, p(D), p(p(D)), \dots$ converge to $U\,\mathrm{diag}(\theta(x_i))\,U^\dagger$, where $\theta(x)=1$ for $x>1/2$ and $\theta(x)=0$ otherwise. This limit is idempotent. In some linear-scaling electronic-structure methods such iterations take the place of a diagonalisation; the result here concerns exact arithmetic in a finite orthonormal basis, with no truncation of small matrix elements.

## From one occupation to the whole matrix

**Slope and symmetry.** Differentiation gives

$$p'(x) = 30x^2 - 60x^3 + 30x^4 = 30x^2(1-x)^2 \ge 0,$$

so $p$ is monotone on the real line. The slope is unchanged under $x \to 1-x$, hence $p(x)+p(1-x)$ has derivative $p'(x)-p'(1-x)=0$ and is constant. Its value at $x=0$ is $p(0)+p(1)=1$. Therefore $p(1-x)=1-p(x)$: purifying the hole gives the hole of the purified occupation. Both sides are polynomials with integer coefficients, so the identity also holds with a matrix in place of $x$.

**Cubic bounds.** Completing the square gives

$$p(x) = x^3\left[6\left(x-\tfrac54\right)^2+\tfrac58\right],$$

which is nonnegative for $x\ge 0$. Also $10x^3-p(x)=x^4(15-6x)\ge 0$ on $[0,1]$. So $0\le p(x)\le 10x^3$ there, and the symmetry gives $0\le 1-p(x)\le 10(1-x)^3$. An occupation of 0.01 becomes at most $10^{-5}$ in one step.

**Fixed points.** The difference factorises as

$$p(x)-x = -2\,x\left(x-\tfrac12\right)(x-1)\,\bigl[1+3x(1-x)\bigr].$$

On $[0,1]$ the bracket is at least 1, so the fixed points there are exactly $0$, $1/2$ and $1$.

**Iteration below one half.** Write $p^{[k]}$ for $p$ applied $k$ times. For $0\le y\le 1/2$,

$$\left(\tfrac12+y\right)y-p(y) = y(1-2y)\left[\left(\tfrac12-y\right)+3y(1-y)^2\right]\ge 0.$$

Let $0\le x\le 1/2$ and $y=p^{[k]}(x)$, and suppose that $0\le y\le(\tfrac12+x)^k x$. Since $\tfrac12+x\le 1$, this gives $y\le x$, and so

$$p(y)\le\left(\tfrac12+y\right)y\le\left(\tfrac12+x\right)y\le\left(\tfrac12+x\right)^{k+1}x.$$

The case $k=0$ is immediate, so the bound holds for all $k$. If $x<1/2$, its right-hand side tends to zero.

**Iteration above one half.** If $1/2<x\le1$, the hole $1-x$ lies in $[0,1/2)$. Repeated use of the symmetry gives $p^{[k]}(x)=1-p^{[k]}(1-x)$, which tends to 1.

**The matrix.** Because $U^\dagger U=1$, for diagonal $A$ and $B$ we have

$$(UAU^\dagger)(UBU^\dagger)=UABU^\dagger.$$

Powers of $D$ therefore act on the occupations alone, and $p^{[k]}(D)=U\,\mathrm{diag}(p^{[k]}(x_i))\,U^\dagger$. Each matrix element is a finite sum over $i$ with fixed coefficients, so the scalar limits give the matrix limit. Its occupations satisfy $\theta(x_i)^2=\theta(x_i)$, which makes it idempotent.

**An occupation outside $[0,1]$.** Take the $1\times1$ matrix $D=(2)$, which is not a physical density matrix for a spin orbital. One step gives $p(2)=80-240+192=32$. For $y\ge2$ the completed square gives $p(y)\ge4y^3\ge16y$, so the iterates grow without bound. So the restriction to $[0,1]$ cannot simply be dropped. It is not a necessary condition, though: an occupation of 1.1 becomes about 1.012 in one step, and its iterates tend to 1.

## Occupations and matrices in Lean

The development works over Mathlib in its own namespace.

```lean
import Mathlib

open Matrix Filter Topology Set

namespace QuinticPurification

noncomputable section
```

The polynomial is defined for any ring `R`. The same `purify` therefore acts on a real occupation, on a matrix and on a whole list of occupations. In the matrix case the powers are matrix powers.

```lean
/-- The quintic purification polynomial `10 a³ - 15 a⁴ + 6 a⁵`, for an occupation number,
a matrix, or an element of any ring. -/
def purify {R : Type*} [Ring R] (a : R) : R := 10 * a ^ 3 - 15 * a ^ 4 + 6 * a ^ 5
```

The function $\theta$ is `sharpOcc`. It assigns 0 to the value $1/2$, a convention that plays no part in the convergence theorems, where that value is excluded.

```lean
/-- The sharp occupation: one above half filling, zero otherwise. -/
def sharpOcc (x : ℝ) : ℝ := if 1 / 2 < x then 1 else 0
```

In `densityMatrix U f` the index type `n` labels both the basis functions and the orbitals, `f i` is the real occupation of column `i` of `U`, and `Uᴴ` is the conjugate transpose. The definition accepts any square `U`; unitarity enters as a hypothesis of the theorems. It expresses orthonormal orbitals in an orthonormal basis, so a non-orthogonal basis with an overlap matrix is not treated directly.

```lean
/-- The matrix with orbitals the columns of `U` and occupations `f`. -/
def densityMatrix {n : Type*} [Fintype n] [DecidableEq n] (U : Matrix n n ℂ) (f : n → ℝ) :
    Matrix n n ℂ := U * diagonal (fun i => (f i : ℂ)) * Uᴴ
```

## Slope, symmetry and fixed points

`HasDerivAt` says that the function is differentiable at `x` with the stated slope. The proof differentiates the three monomials and lets `ring` collect the result into $30x^2(1-x)^2$.

```lean
/-- The slope of the purification polynomial is `30 x² (1 - x)²`. -/
theorem purify_hasDerivAt (x : ℝ) :
    HasDerivAt (purify : ℝ → ℝ) (30 * x ^ 2 * (1 - x) ^ 2) x := by
  have h := (((hasDerivAt_pow 3 x).const_mul 10).fun_sub
    ((hasDerivAt_pow 4 x).const_mul 15)).fun_add ((hasDerivAt_pow 5 x).const_mul 6)
  exact h.congr_deriv (by norm_num; ring)
```

Monotonicity follows on all of $\mathbb{R}$, since `positivity` recognises the slope as nonnegative.

```lean
/-- Purification preserves the order of occupation numbers. -/
theorem purify_monotone : Monotone (purify : ℝ → ℝ) :=
  monotone_of_deriv_nonneg (fun x => (purify_hasDerivAt x).differentiableAt)
    (fun x => by rw [(purify_hasDerivAt x).deriv]; positivity)
```

The symmetry is stated for every ring, including noncommutative ones. The proof expands both sides as polynomials with integer coefficients, instead of using the derivative, and then evaluates the identity at `a` with `Polynomial.aeval`. This is legitimate for matrices because only powers of the single element `a` occur.

```lean
/-- Particle-hole symmetry: purifying the hole `1 - a` gives the hole of the purified `a`. -/
theorem purify_particle_hole {R : Type*} [Ring R] (a : R) :
    purify (1 - a) = 1 - purify a := by
  -- an identity of integer polynomials, evaluated at `a`
  have h : (10 * (1 - Polynomial.X) ^ 3 - 15 * (1 - Polynomial.X) ^ 4
      + 6 * (1 - Polynomial.X) ^ 5 : Polynomial ℤ)
      = 1 - (10 * Polynomial.X ^ 3 - 15 * Polynomial.X ^ 4 + 6 * Polynomial.X ^ 5) := by ring
  have h' := congrArg (Polynomial.aeval a) h
  simpa only [purify, map_sub, map_add, map_mul, map_pow, map_one, map_ofNat,
    Polynomial.aeval_X] using h'
```

`Icc (0 : ℝ) 1` is the closed interval $[0,1]$. The next theorem contains four inequalities: the purified occupation and the purified hole each have a lower and an upper bound. The auxiliary statement `key` proves the pair for an occupation, using the completed square and the term $y^4(15-6y)$. Applying it to $1-x$ gives the pair for the hole.

```lean
/-- For an occupation in `[0,1]`, the purified occupation and the purified hole are
nonnegative and at most ten times the cube of the original ones. -/
theorem purify_cubic_bounds {x : ℝ} (hx : x ∈ Icc (0 : ℝ) 1) :
    purify x ∈ Icc 0 (10 * x ^ 3) ∧ 1 - purify x ∈ Icc 0 (10 * (1 - x) ^ 3) := by
  have key : ∀ y : ℝ, 0 ≤ y → y ≤ 1 → purify y ∈ Icc 0 (10 * y ^ 3) := by
    intro y h0 h1
    constructor
    · have e : purify y = y ^ 3 * (6 * (y - 5 / 4) ^ 2 + 5 / 8) := by
        unfold purify; ring
      rw [e]; positivity
    · have h := mul_nonneg (pow_nonneg h0 4) (by linarith : 0 ≤ 15 - 6 * y)
      unfold purify
      nlinarith [h]
  refine ⟨key x hx.1 hx.2, ?_⟩
  rw [← purify_particle_hole]
  exact key (1 - x) (by linarith [hx.2]) (by linarith [hx.1])
```

The fixed-point theorem is an equivalence. From left to right, `hf` is the factorisation above and `hq` is the positivity of its bracket, so one of the other three factors must vanish. From right to left, the three values are substituted.

```lean
/-- The occupations in `[0,1]` left unchanged by purification are exactly `0`, `1/2`, `1`. -/
theorem purify_fixed_iff {x : ℝ} (hx : x ∈ Icc (0 : ℝ) 1) :
    purify x = x ↔ x = 0 ∨ x = 1 / 2 ∨ x = 1 := by
  constructor
  · intro h
    unfold purify at h
    have hf : x * ((x - 1 / 2) * (x - 1)) * (1 + 3 * (x * (1 - x))) = 0 := by
      linear_combination (-1 / 2) * h
    have hq : 0 < 1 + 3 * (x * (1 - x)) := by
      linarith [mul_nonneg hx.1 (sub_nonneg.2 hx.2)]
    rcases mul_eq_zero.1 ((mul_eq_zero.1 hf).resolve_right hq.ne') with h | h
    · exact Or.inl h
    · rcases mul_eq_zero.1 h with h | h
      · exact Or.inr (Or.inl (by linarith))
      · exact Or.inr (Or.inr (by linarith))
  · rintro (h | h | h) <;> rw [h] <;> norm_num [purify]
```

## Convergence of a single occupation

`purify^[k] x` is $p^{[k]}(x)$, the $k$-fold application and not a power. The induction is the one done by hand: `hyx` is $y\le x$, `step` is the contraction by $\tfrac12+y$, and the `calc` block is the final chain of inequalities. At $x=1/2$ the bound is still true but no longer decays.

```lean
/-- From an occupation `x` in `[0,1/2]`, the occupation after `k` purifications is
nonnegative and at most `(1/2 + x)ᵏ x`. -/
theorem iterate_bound {x : ℝ} (h0 : 0 ≤ x) (h1 : x ≤ 1 / 2) (k : ℕ) :
    0 ≤ purify^[k] x ∧ purify^[k] x ≤ (1 / 2 + x) ^ k * x := by
  induction k with
  | zero => simp [h0]
  | succ k ih =>
    obtain ⟨a, b⟩ := ih
    rw [Function.iterate_succ_apply']
    generalize purify^[k] x = y at a b ⊢
    have hr : (1 / 2 + x) ^ k ≤ 1 := pow_le_one₀ (by linarith) (by linarith)
    have hyx : y ≤ x := b.trans (mul_le_of_le_one_left h0 hr)
    refine ⟨(purify_cubic_bounds ⟨a, by linarith⟩).1.1, ?_⟩
    -- one purification contracts `y` by at least the factor `1/2 + y`
    have step : purify y ≤ (1 / 2 + y) * y := by
      have hb : 0 ≤ (1 / 2 - y) + 3 * y * (1 - y) ^ 2 :=
        add_nonneg (by linarith) (by positivity)
      have h := mul_nonneg (mul_nonneg a (by linarith : 0 ≤ 1 - 2 * y)) hb
      unfold purify
      nlinarith [h]
    calc purify y ≤ (1 / 2 + y) * y := step
      _ ≤ (1 / 2 + x) * y := mul_le_mul_of_nonneg_right (by linarith) a
      _ ≤ (1 / 2 + x) * ((1 / 2 + x) ^ k * x) :=
        mul_le_mul_of_nonneg_left b (by linarith)
      _ = (1 / 2 + x) ^ (k + 1) * x := by ring
```

`Tendsto … atTop (𝓝 …)` is the ordinary limit as $k\to\infty$. The local result `low` squeezes the iterates between zero and a decaying geometric sequence. For $x>1/2$, `hole` carries the particle-hole symmetry through $k$ steps, and the limit 0 for the hole becomes the limit 1 for the occupation.

```lean
/-- Repeated purification drives every occupation in `[0,1]` other than `1/2` to its
sharp value. -/
theorem iterate_tendsto {x : ℝ} (hx : x ∈ Icc (0 : ℝ) 1) (hne : x ≠ 1 / 2) :
    Tendsto (fun k : ℕ => purify^[k] x) atTop (𝓝 (sharpOcc x)) := by
  have low : ∀ y : ℝ, 0 ≤ y → y < 1 / 2 →
      Tendsto (fun k : ℕ => purify^[k] y) atTop (𝓝 0) := by
    intro y h0 h1
    have hg : Tendsto (fun k : ℕ => (1 / 2 + y) ^ k * y) atTop (𝓝 0) := by
      have h := (tendsto_pow_atTop_nhds_zero_of_lt_one
        (by linarith : 0 ≤ 1 / 2 + y) (by linarith)).mul_const y
      rwa [zero_mul] at h
    exact squeeze_zero (fun k => (iterate_bound h0 h1.le k).1)
      (fun k => (iterate_bound h0 h1.le k).2) hg
  rcases lt_or_gt_of_ne hne with h | h
  · rw [sharpOcc, if_neg (not_lt_of_ge h.le)]
    exact low x hx.1 h
  · -- above half filling, follow the hole instead
    have hole : ∀ k : ℕ, purify^[k] x = 1 - purify^[k] (1 - x) := by
      intro k
      induction k with
      | zero => simp
      | succ k ih =>
        rw [Function.iterate_succ_apply', Function.iterate_succ_apply', ih,
          purify_particle_hole]
    have hl := (low (1 - x) (by linarith [hx.2]) (by linarith)).const_sub 1
    rw [sub_zero] at hl
    rw [sharpOcc, if_pos h]
    exact hl.congr (fun k => (hole k).symm)
```

## Convergence of the density matrix

From here on `n` is a finite index type. The product `f * g` of two occupation functions is taken orbital by orbital, and the theorem states that this corresponds to the matrix product. The `calc` block inserts $1=U^\dagger U$ between the two diagonal factors.

```lean
variable {n : Type*} [Fintype n] [DecidableEq n]

/-- Matrices with the same orthonormal orbitals multiply by multiplying occupations. -/
theorem densityMatrix_mul {U : Matrix n n ℂ} (hU : U ∈ unitaryGroup n ℂ) (f g : n → ℝ) :
    densityMatrix U (f * g) = densityMatrix U f * densityMatrix U g := by
  have h : Uᴴ * U = 1 := mem_unitaryGroup_iff'.1 hU
  have e : diagonal (fun i => (((f * g) i : ℝ) : ℂ))
      = diagonal (fun i => (f i : ℂ)) * diagonal (fun i => (g i : ℂ)) := by
    rw [diagonal_mul_diagonal]; simp
  unfold densityMatrix
  rw [e]
  generalize diagonal (fun i => (f i : ℂ)) = A
  generalize diagonal (fun i => (g i : ℂ)) = B
  calc U * (A * B) * Uᴴ = U * A * 1 * B * Uᴴ := by
        simp only [Matrix.mul_assoc, Matrix.one_mul]
    _ = U * A * Uᴴ * (U * B * Uᴴ) := by rw [← h]; simp only [Matrix.mul_assoc]
```

The next theorem is $p(D)=U\,\mathrm{diag}(p(x_i))\,U^\dagger$. Its proof packages `densityMatrix U` as a ring homomorphism `φ` from occupation functions to matrices. The unit is preserved because $UU^\dagger=1$, and products are preserved by the previous theorem. A ring homomorphism commutes with any polynomial with integer coefficients, and so with `purify`.

```lean
/-- Purifying a matrix keeps its orbitals and purifies each occupation. -/
theorem purify_densityMatrix {U : Matrix n n ℂ} (hU : U ∈ unitaryGroup n ℂ) (f : n → ℝ) :
    purify (densityMatrix U f) = densityMatrix U (fun i => purify (f i)) := by
  have h1 : U * Uᴴ = 1 := mem_unitaryGroup_iff.1 hU
  -- for fixed orbitals, occupations embed as a ring of matrices
  let φ : (n → ℝ) →+* Matrix n n ℂ :=
    { toFun := densityMatrix U
      map_one' := by simp [densityMatrix, h1]
      map_mul' := densityMatrix_mul hU
      map_zero' := by simp [densityMatrix]
      map_add' := by
        intro a b
        have e : diagonal (fun i => (((a + b) i : ℝ) : ℂ))
            = diagonal (fun i => (a i : ℂ)) + diagonal (fun i => (b i : ℂ)) := by
          rw [diagonal_add]; simp
        unfold densityMatrix
        rw [e, Matrix.mul_add, Matrix.add_mul] }
  have h : purify (φ f) = φ (purify f) := by
    simp only [purify, map_add, map_sub, map_mul, map_pow, map_ofNat]
  have hp : purify f = fun i => purify (f i) := by
    funext i; simp [purify]
  rw [hp] at h
  exact h
```

The final theorem takes a unitary `U` and occupations `x`, with `hx` placing each of them in $[0,1]$ and `hne` excluding $1/2$. In physical terms, `hne` says that no orbital sits exactly at the threshold separating occupied from empty. The orbitals and occupations describe the starting matrix; the iteration itself uses only the matrix.

The conclusion has two parts: convergence of the matrices, entry by entry, and idempotency of the limit. The number of electrons is not prescribed, since the limit fills exactly those orbitals that start above $1/2$. The theorem gives no error estimate for the matrix after a finite number of steps.

In the proof, `hit` extends the previous theorem to $k$ steps, `hc` is the continuity of the map from occupations to matrices, and `hl` collects the scalar limits for all orbitals. Composing `hc` with `hl` gives the matrix limit. Idempotency reduces to $0\cdot0=0$ and $1\cdot1=1$ for each orbital.

```lean
/-- If all occupations lie in `[0,1]` and none equals `1/2`, repeated purification converges
to the matrix with the same orbitals and sharp occupations, and this limit is idempotent. -/
theorem purification_converges {U : Matrix n n ℂ} (hU : U ∈ unitaryGroup n ℂ) {x : n → ℝ}
    (hx : ∀ i, x i ∈ Icc (0 : ℝ) 1) (hne : ∀ i, x i ≠ 1 / 2) :
    Tendsto (fun k : ℕ => purify^[k] (densityMatrix U x)) atTop
      (𝓝 (densityMatrix U (fun i => sharpOcc (x i)))) ∧
    IsIdempotentElem (densityMatrix U (fun i => sharpOcc (x i))) := by
  constructor
  · have hit : ∀ k : ℕ, purify^[k] (densityMatrix U x)
        = densityMatrix U (fun i => purify^[k] (x i)) := by
      intro k
      induction k with
      | zero => rfl
      | succ k ih =>
        simp only [Function.iterate_succ_apply']
        rw [ih, purify_densityMatrix hU]
    have hc : Continuous (fun f : n → ℝ => densityMatrix U f) := by
      unfold densityMatrix
      exact (continuous_const.matrix_mul (Continuous.matrix_diagonal
        (continuous_pi fun i => Complex.continuous_ofReal.comp
          (continuous_apply i)))).matrix_mul continuous_const
    have hl : Tendsto (fun (k : ℕ) (i : n) => purify^[k] (x i)) atTop
        (𝓝 (fun i => sharpOcc (x i))) :=
      tendsto_pi_nhds.2 fun i => iterate_tendsto (hx i) (hne i)
    exact ((hc.tendsto _).comp hl).congr (fun k => (hit k).symm)
  · unfold IsIdempotentElem
    rw [← densityMatrix_mul hU]
    congr 1
    funext i
    simp only [Pi.mul_apply, sharpOcc]
    split_ifs <;> norm_num

end

end QuinticPurification
```

```lean
#print axioms QuinticPurification.purify_monotone
#print axioms QuinticPurification.purify_fixed_iff
#print axioms QuinticPurification.iterate_tendsto
#print axioms QuinticPurification.purification_converges
```

```
'QuinticPurification.purify_monotone' depends on axioms: [propext, Classical.choice, Quot.sound]
'QuinticPurification.purify_fixed_iff' depends on axioms: [propext, Classical.choice, Quot.sound]
'QuinticPurification.iterate_tendsto' depends on axioms: [propext, Classical.choice, Quot.sound]
'QuinticPurification.purification_converges' depends on axioms: [propext, Classical.choice, Quot.sound]
```
